# Time reversal changes the sign of the Dirac matrices α and the spin matrices Σ and leaves β unchanged

In the standard representation of Dirac theory, time reversal takes a constant 4×4 matrix M to U M* U†, where M* is the entrywise complex conjugate and U = −iΣ_y. The theorem `timeReverse_dirac` states that this map sends each of the three matrices α_k to −α_k and each of the three spin matrices Σ_k to −Σ_k, while β stays as it is. It concerns these seven matrices alone; no Hamiltonian or wavefunction enters. The attempt checks every matrix entry by entry, writing out the triple product U M* U† each time and leaving the arithmetic to `simp`.

As first written in Lean, the proof fails:

```lean
import Mathlib

open Matrix
open Complex (I)

namespace TimeReverseDirac

noncomputable section

/-- The Dirac matrices `α_x, α_y, α_z` in the standard representation. -/
def alpha : Fin 3 → Matrix (Fin 4) (Fin 4) ℂ :=
  ![!![0, 0, 0, 1; 0, 0, 1, 0; 0, 1, 0, 0; 1, 0, 0, 0],
    !![0, 0, 0, -I; 0, 0, I, 0; 0, -I, 0, 0; I, 0, 0, 0],
    !![0, 0, 1, 0; 0, 0, 0, -1; 1, 0, 0, 0; 0, -1, 0, 0]]

/-- The four-component spin matrices `Σ_x, Σ_y, Σ_z`, with a Pauli matrix in each diagonal block. -/
def Sigma4 : Fin 3 → Matrix (Fin 4) (Fin 4) ℂ :=
  ![!![0, 1, 0, 0; 1, 0, 0, 0; 0, 0, 0, 1; 0, 0, 1, 0],
    !![0, -I, 0, 0; I, 0, 0, 0; 0, 0, 0, -I; 0, 0, I, 0],
    !![1, 0, 0, 0; 0, -1, 0, 0; 0, 0, 1, 0; 0, 0, 0, -1]]

/-- The Dirac matrix `β` in the standard representation. -/
def beta : Matrix (Fin 4) (Fin 4) ℂ :=
  !![1, 0, 0, 0; 0, 1, 0, 0; 0, 0, -1, 0; 0, 0, 0, -1]

/-- The matrix part `U = -i Σ_y` of time reversal. -/
def timeU : Matrix (Fin 4) (Fin 4) ℂ := (-I) • Sigma4 1

/-- Time reversal of an operator: `M ↦ U conj(M) U†`. -/
def timeReverse (M : Matrix (Fin 4) (Fin 4) ℂ) : Matrix (Fin 4) (Fin 4) ℂ :=
  timeU * M.map (starRingEnd ℂ) * timeUᴴ

/-- The matrix `U = -i Σ_y` written out; its entries are real. -/
theorem timeU_eq : timeU = !![0, -1, 0, 0; 1, 0, 0, 0; 0, 0, 0, -1; 0, 0, 1, 0] := by
  ext i j
  fin_cases i <;> fin_cases j <;> simp [timeU, Sigma4]

/-- `U` is unitary, and `U conj(U) = -1`. -/
theorem timeU_unitary : timeU ∈ Matrix.unitaryGroup (Fin 4) ℂ ∧
    timeU * timeU.map (starRingEnd ℂ) = -1 := by
  constructor
  · rw [Matrix.mem_unitaryGroup_iff, Matrix.star_eq_conjTranspose, timeU_eq]
    ext i j
    fin_cases i <;> fin_cases j <;> simp [Matrix.mul_apply, Fin.sum_univ_four]
  · rw [timeU_eq]
    ext i j
    fin_cases i <;> fin_cases j <;> simp [Matrix.mul_apply, Fin.sum_univ_four]

/-- Under time reversal every `α_k` and every `Σ_k` changes sign, and `β` is unchanged. -/
theorem timeReverse_dirac : (∀ k, timeReverse (alpha k) = -alpha k) ∧
    (∀ k, timeReverse (Sigma4 k) = -Sigma4 k) ∧ timeReverse beta = beta := by
  refine ⟨fun k => ?_, fun k => ?_, ?_⟩
  · fin_cases k <;> ext i j <;> fin_cases i <;> fin_cases j <;>
      (simp only [timeReverse, timeU_eq, Matrix.mul_apply, Fin.sum_univ_four]; simp [alpha])
  · fin_cases k <;> ext i j <;> fin_cases i <;> fin_cases j <;>
      (simp only [timeReverse, timeU_eq, Matrix.mul_apply, Fin.sum_univ_four]; simp [Sigma4])
  · ext i j
    fin_cases i <;> fin_cases j <;>
      (simp only [timeReverse, timeU_eq, Matrix.mul_apply, Fin.sum_univ_four]; simp [beta])

end

end TimeReverseDirac
```

The error:

```
Main.lean:59:79: error: Tactic `simp` failed with a nested error:
(deterministic) timeout at `whnf`, maximum number of heartbeats (200000) has been reached

Note: Use `set_option maxHeartbeats <num>` to set the limit.

Hint: Additional diagnostic information may be available using the `set_option diagnostics true` command.
```

Diagnosis. The message says that Lean reached its limit of 200000 heartbeats, its measure of work; it does not say that any equation is false. The place it names is `simp [beta]` in the last branch, but the limit covers the whole theorem, and the 96 entries for α and Σ had already drawn on it.

Each entry is costly because `Matrix.mul_apply` and `Fin.sum_univ_four` turn the triple product into a sum of four terms, each containing another sum of four.

The repair uses the fact that U is unitary, already proved in `timeU_unitary`. From it comes `hU`, which says U U† = 1, and then `key`: if U M* = N U, then U M* U† = N. With `key` applied in the `refine` line, each entry only compares two single products, a sum of four terms on either side, and the proof stays within the limit. Dropping `timeReverse` from the `simp only` lists is mere tidying, since it no longer occurs in those goals.

The mended proof, as a diff:

```diff
@@ -50,12 +50,18 @@
 theorem timeReverse_dirac : (∀ k, timeReverse (alpha k) = -alpha k) ∧
     (∀ k, timeReverse (Sigma4 k) = -Sigma4 k) ∧ timeReverse beta = beta := by
-  refine ⟨fun k => ?_, fun k => ?_, ?_⟩
+  have hU : timeU * timeUᴴ = 1 := Matrix.mem_unitaryGroup_iff.1 timeU_unitary.1
+  -- since `U` is unitary, it is enough to move `U` past the conjugated matrix
+  have key : ∀ M N : Matrix (Fin 4) (Fin 4) ℂ,
+      timeU * M.map (starRingEnd ℂ) = N * timeU → timeReverse M = N := by
+    intro M N h
+    rw [timeReverse, h, Matrix.mul_assoc, hU, Matrix.mul_one]
+  refine ⟨fun k => key _ _ ?_, fun k => key _ _ ?_, key _ _ ?_⟩
   · fin_cases k <;> ext i j <;> fin_cases i <;> fin_cases j <;>
-      (simp only [timeReverse, timeU_eq, Matrix.mul_apply, Fin.sum_univ_four]; simp [alpha])
+      (simp only [timeU_eq, Matrix.mul_apply, Fin.sum_univ_four]; simp [alpha])
   · fin_cases k <;> ext i j <;> fin_cases i <;> fin_cases j <;>
-      (simp only [timeReverse, timeU_eq, Matrix.mul_apply, Fin.sum_univ_four]; simp [Sigma4])
+      (simp only [timeU_eq, Matrix.mul_apply, Fin.sum_univ_four]; simp [Sigma4])
   · ext i j
     fin_cases i <;> fin_cases j <;>
-      (simp only [timeReverse, timeU_eq, Matrix.mul_apply, Fin.sum_univ_four]; simp [beta])
+      (simp only [timeU_eq, Matrix.mul_apply, Fin.sum_univ_four]; simp [beta])
 
 end
```
